# A real one-particle ground state has one sign and no zeros on a connected lattice with nonpositive hopping

A particle hops on a finite lattice, and its ground-state density is known at every site. To recover the on-site potential, one divides the stationary Schrödinger equation by the amplitude at each site. Can that amplitude be zero somewhere?

Let H be a real symmetric matrix indexed by the sites, with H_ij ≤ 0 for i ≠ j. Join distinct sites i and j when H_ij ≠ 0, and suppose the resulting graph is connected. Write x·y for the real dot product and ⟨x,Hx⟩ for x·(Hx). A ground state is a real vector x with x·x = 1 whose energy ⟨x,Hx⟩ is minimal among real unit vectors. Then

x_i > 0 for all i, or x_i < 0 for all i,

and every other real ground state is −x.

## Dividing by the amplitude in a density inversion

Let H, with the properties above, be the fixed part of the Hamiltonian and v the unknown on-site potential. If the density ρ_i comes from a real ground state of H + diag(v) with energy E, a code can set x_i = √ρ_i and evaluate

v_i = E − (Hx)_i / x_i.

The one-sign result permits both the positive root and the division. For this non-interacting, one-particle model, it also makes the potential unique up to a constant.

Take two sites, 0 and 1, with hopping element −12, zero diagonal in H, and density (9/25, 16/25). Then x = (3/5, 4/5) and Hx = (−48/5, −36/5), so v = (E + 16, E + 9). Choosing E = 0 gives on-site energies 16 and 9.

## From minimal energy to a definite sign

**Absolute values.** Since x_i x_j ≤ |x_i||x_j| and H_ij ≤ 0 off the diagonal, H_ij |x_i||x_j| ≤ H_ij x_i x_j. Diagonal terms are unchanged. Summing gives

⟨|x|,H|x|⟩ ≤ ⟨x,Hx⟩.

**Stationarity.** Let x be a ground state with energy E. For y ≠ 0, comparing x with y/√(y·y) gives

E (y·y) ≤ ⟨y,Hy⟩,

which also holds for y = 0. Suppose z attains equality. For any vector w and real t, the bound at z + tw reads

0 ≤ t² (⟨w,Hw⟩ − E w·w) + 2t w·(Hz − Ez).

A quadratic in t that is never negative has discriminant at most zero, so w·(Hz − Ez) = 0. Choosing w = Hz − Ez yields Hz = Ez.

**Spreading of a zero.** Let y ≥ 0 solve Hy = Ey, with y_a = 0. Row a gives

Σ_k H_ak y_k = 0.

The term k = a vanishes and the others are nonpositive, so every term is zero. At a neighbour b, H_ab ≠ 0 forces y_b = 0. Following walks through the connected graph gives y = 0.

**One sign.** If z attains the bound, so does |z|: its norm is the same and its energy is no higher. Hence |z| and |z| + z are both nonnegative solutions. If |z| + z has no zero, z is positive everywhere. Otherwise it vanishes everywhere, so z = −|z|. Then either |z| has a zero and z = 0, or z is negative everywhere. A ground state is not zero, so it has one sign.

**Uniqueness.** Let y be another ground state; it has the same energy E. Pick a site i and set c = y_i/x_i. The vector y − cx solves the same equation, so it attains the bound, and it vanishes at i. It is therefore zero. Normalisation gives c² = 1, hence y = ±x.

**Equal densities.** Let x and y be ground states for potentials v and w, with energies E_v and E_w and x_i² = y_i². Their definite signs give y = ±x. Subtracting the two stationary equations and dividing by x_i gives

v_i − w_i = E_v − E_w.

With a single site the graph is connected, the ground states are 1 and −1, and any two potentials differ by a constant.

## The Lean file

```lean
import Mathlib

open Matrix

namespace LatticeUniqueContinuation

variable {n : Type*} [Fintype n]

/-- The graph joining two distinct sites when a matrix element of `H` between them is nonzero. -/
def hoppingGraph (H : Matrix n n ℝ) : SimpleGraph n :=
  SimpleGraph.fromRel fun i j => H i j ≠ 0

/-- A real symmetric lattice Hamiltonian with nonpositive off-diagonal elements and a connected
hopping graph. -/
structure IsConnectedHopping (H : Matrix n n ℝ) : Prop where
  symm : H.IsSymm
  nonpos : ∀ i j, i ≠ j → H i j ≤ 0
  connected : (hoppingGraph H).Connected

/-- The quadratic form `⟨x, H x⟩` of a real vector `x`, which need not be normalised. -/
def energy (H : Matrix n n ℝ) (x : n → ℝ) : ℝ := x ⬝ᵥ H *ᵥ x

/-- A real ground state: a unit vector whose energy is minimal among all real unit vectors. -/
def IsGroundState (H : Matrix n n ℝ) (x : n → ℝ) : Prop :=
  x ⬝ᵥ x = 1 ∧ ∀ y : n → ℝ, y ⬝ᵥ y = 1 → energy H x ≤ energy H y

/-- If the off-diagonal elements are nonpositive, replacing all amplitudes by their absolute
values does not raise the energy. -/
theorem energy_abs_le {H : Matrix n n ℝ} (hoff : ∀ i j, i ≠ j → H i j ≤ 0) (x : n → ℝ) :
    energy H (fun i => |x i|) ≤ energy H x := by
  simp only [energy, mulVec, dotProduct, Finset.mul_sum]
  refine Finset.sum_le_sum fun i _ => Finset.sum_le_sum fun j _ => ?_
  by_cases hij : i = j
  · subst hij
    exact le_of_eq (by linear_combination H i i * abs_mul_abs_self (x i))
  · have h1 : x i * x j ≤ |x i| * |x j| := by
      rw [← abs_mul]
      exact le_abs_self _
    nlinarith [mul_le_mul_of_nonpos_left h1 (hoff i j hij)]

/-- The energy of a ground state bounds the energy of every vector, normalised or not, after
multiplication by the squared norm. -/
theorem IsGroundState.bound {H : Matrix n n ℝ} {x : n → ℝ} (h : IsGroundState H x)
    (y : n → ℝ) : energy H x * (y ⬝ᵥ y) ≤ energy H y := by
  by_cases hy : y ⬝ᵥ y = 0
  · have h0 : y = 0 := dotProduct_self_eq_zero.mp hy
    simp [h0, energy]
  have hnn : 0 ≤ y ⬝ᵥ y := Finset.sum_nonneg fun i _ => mul_self_nonneg (y i)
  obtain ⟨r, hr0, hr⟩ : ∃ r : ℝ, 0 < r ∧ r * r = y ⬝ᵥ y :=
    ⟨√(y ⬝ᵥ y), Real.sqrt_pos.mpr (lt_of_le_of_ne hnn (Ne.symm hy)), Real.mul_self_sqrt hnn⟩
  have hne : r ≠ 0 := hr0.ne'
  -- compare with the normalised vector
  have h1 : (r⁻¹ • y) ⬝ᵥ (r⁻¹ • y) = 1 := by
    rw [smul_dotProduct, dotProduct_smul, smul_eq_mul, smul_eq_mul, ← hr]
    field_simp
  have h2 : energy H (r⁻¹ • y) = r⁻¹ * (r⁻¹ * energy H y) := by
    simp only [energy, mulVec_smul, smul_dotProduct, dotProduct_smul, smul_eq_mul]
  have h3 := h.2 _ h1
  rw [h2] at h3
  calc energy H x * (y ⬝ᵥ y) = energy H x * (r * r) := by rw [hr]
    _ ≤ r⁻¹ * (r⁻¹ * energy H y) * (r * r) :=
        mul_le_mul_of_nonneg_right h3 (mul_self_nonneg r)
    _ = energy H y := by field_simp

/-- For symmetric `H`, a vector that attains a lower bound `E` of the energy per squared norm
solves the stationary Schrödinger equation `H z = E z`. -/
theorem stationary {H : Matrix n n ℝ} (hs : H.IsSymm) {E : ℝ}
    (hb : ∀ y : n → ℝ, E * (y ⬝ᵥ y) ≤ energy H y) {z : n → ℝ}
    (hz : energy H z = E * (z ⬝ᵥ z)) : H *ᵥ z = E • z := by
  have key : ∀ w : n → ℝ, w ⬝ᵥ H *ᵥ z - E * (w ⬝ᵥ z) = 0 := by
    intro w
    have hsym : z ⬝ᵥ H *ᵥ w = w ⬝ᵥ H *ᵥ z := by
      rw [dotProduct_mulVec, ← mulVec_transpose, hs.eq, dotProduct_comm]
    -- the energy excess along z + t w is a nonnegative quadratic in t without constant term
    have hq : ∀ t : ℝ, 0 ≤ (energy H w - E * (w ⬝ᵥ w)) * (t * t)
        + (2 * (w ⬝ᵥ H *ᵥ z - E * (w ⬝ᵥ z))) * t + 0 := by
      intro t
      have h := hb (z + t • w)
      simp only [energy, mulVec_add, mulVec_smul, add_dotProduct, dotProduct_add,
        smul_dotProduct, dotProduct_smul, smul_eq_mul] at h hz ⊢
      rw [hsym, dotProduct_comm z w] at h
      nlinarith [h, hz]
    have hd := discrim_le_zero hq
    simp only [discrim] at hd
    exact (pow_eq_zero_iff two_ne_zero).mp (le_antisymm (by nlinarith) (sq_nonneg _))
  have h0 : H *ᵥ z - E • z = 0 := by
    apply dotProduct_self_eq_zero.mp
    have h := key (H *ᵥ z - E • z)
    rw [dotProduct_sub, dotProduct_smul, smul_eq_mul]
    exact h
  exact sub_eq_zero.mp h0

/-- For a connected hopping Hamiltonian, a nonnegative solution of `H y = E y` that vanishes at one
site vanishes at every site. -/
theorem unique_continuation {H : Matrix n n ℝ} (hH : IsConnectedHopping H) {E : ℝ}
    {y : n → ℝ} (hy : ∀ i, 0 ≤ y i) (he : H *ᵥ y = E • y) {i : n} (hi : y i = 0) :
    y = 0 := by
  -- a zero spreads to neighbouring sites
  have step : ∀ a b, (hoppingGraph H).Adj a b → y a = 0 → y b = 0 := by
    intro a b hab ha
    have hsum : ∑ k, H a k * y k = 0 := by
      have h := congrFun he a
      simpa [mulVec, dotProduct, ha] using h
    have hterm : ∀ k ∈ Finset.univ, H a k * y k ≤ 0 := by
      intro k _
      by_cases hk : a = k
      · rw [← hk, ha, mul_zero]
      · exact mul_nonpos_of_nonpos_of_nonneg (hH.nonpos a k hk) (hy k)
    have h0 := (Finset.sum_eq_zero_iff_of_nonpos hterm).mp hsum b (Finset.mem_univ b)
    have hne : H a b ≠ 0 := by
      rcases ((SimpleGraph.fromRel_adj _ _ _).mp hab).2 with h | h
      · exact h
      · rwa [hH.symm.apply a b] at h
    exact (mul_eq_zero.mp h0).resolve_left hne
  have walk : ∀ a b, (hoppingGraph H).Walk a b → y a = 0 → y b = 0 := by
    intro a b p
    induction p with
    | nil => exact id
    | cons h _ ih => exact fun ha => ih (step _ _ h ha)
  funext j
  obtain ⟨p⟩ := hH.connected.preconnected i j
  exact walk i j p hi

/-- For a connected hopping Hamiltonian, a vector that attains a lower bound `E` of the energy
per squared norm is zero, positive on all sites, or negative on all sites. -/
theorem zero_or_one_sign {H : Matrix n n ℝ} (hH : IsConnectedHopping H) {E : ℝ}
    (hb : ∀ y : n → ℝ, E * (y ⬝ᵥ y) ≤ energy H y) {z : n → ℝ}
    (hz : energy H z = E * (z ⬝ᵥ z)) : z = 0 ∨ (∀ i, 0 < z i) ∨ (∀ i, z i < 0) := by
  have hn : (fun i => |z i|) ⬝ᵥ (fun i => |z i|) = z ⬝ᵥ z := by
    simp only [dotProduct, abs_mul_abs_self]
  have ha : H *ᵥ (fun i => |z i|) = E • (fun i => |z i|) := by
    refine stationary hH.symm hb (le_antisymm ?_ (hb _))
    rw [hn, ← hz]
    exact energy_abs_le hH.nonpos z
  -- |z| + z is a nonnegative solution as well
  have hs : H *ᵥ ((fun i => |z i|) + z) = E • ((fun i => |z i|) + z) := by
    rw [mulVec_add, ha, stationary hH.symm hb hz, smul_add]
  have hp : ∀ i, 0 ≤ ((fun i => |z i|) + z) i := fun i => by
    change 0 ≤ |z i| + z i
    linarith [neg_abs_le (z i)]
  by_cases h0 : ∃ i, |z i| + z i = 0
  · obtain ⟨i, hi⟩ := h0
    have hall := unique_continuation hH hp hs (i := i) hi
    by_cases h1 : ∃ k, |z k| = 0
    · obtain ⟨k, hk⟩ := h1
      have hzero := unique_continuation hH (fun i => abs_nonneg (z i)) ha (i := k) hk
      exact Or.inl (funext fun j => abs_eq_zero.mp (congrFun hzero j))
    · refine Or.inr (Or.inr fun j => ?_)
      have hj : |z j| + z j = 0 := congrFun hall j
      have hpos : 0 < |z j| := lt_of_le_of_ne (abs_nonneg _) fun h => h1 ⟨j, h.symm⟩
      linarith
  · refine Or.inr (Or.inl fun j => ?_)
    by_contra hj
    exact h0 ⟨j, by rw [abs_of_nonpos (not_lt.mp hj)]; ring⟩

/-- Every real ground state of a connected hopping Hamiltonian is positive on all sites or
negative on all sites, and it is the only real ground state up to sign. -/
theorem ground_state_one_sign_and_unique {H : Matrix n n ℝ} (hH : IsConnectedHopping H)
    {x : n → ℝ} (hx : IsGroundState H x) :
    ((∀ i, 0 < x i) ∨ (∀ i, x i < 0)) ∧ ∀ y, IsGroundState H y → y = x ∨ y = -x := by
  have hxE : energy H x = energy H x * (x ⬝ᵥ x) := by rw [hx.1, mul_one]
  have hsign : (∀ i, 0 < x i) ∨ (∀ i, x i < 0) := by
    rcases zero_or_one_sign hH hx.bound hxE with h | h
    · have h1 := hx.1
      simp [h] at h1
    · exact h
  refine ⟨hsign, fun y hy => ?_⟩
  obtain ⟨i⟩ := hH.connected.nonempty
  have hxi : x i ≠ 0 := hsign.elim (fun h => (h i).ne') (fun h => (h i).ne)
  have hyE : energy H y = energy H x * (y ⬝ᵥ y) := by
    rw [hy.1, mul_one]
    exact le_antisymm (hy.2 x hx.1) (hx.2 y hy.1)
  -- subtract the multiple of x that makes the difference vanish at site i
  obtain ⟨c, hc⟩ : ∃ c : ℝ, y i - c * x i = 0 := ⟨y i / x i, by field_simp; ring⟩
  have hz : H *ᵥ (y - c • x) = energy H x • (y - c • x) := by
    rw [mulVec_sub, mulVec_smul, stationary hH.symm hx.bound hxE,
      stationary hH.symm hx.bound hyE]
    module
  have hzE : energy H (y - c • x) = energy H x * ((y - c • x) ⬝ᵥ (y - c • x)) := by
    rw [energy, hz, dotProduct_smul, smul_eq_mul]
  have hzi : (y - c • x) i = 0 := hc
  have hyx : y = c • x := by
    rcases zero_or_one_sign hH hx.bound hzE with h | h | h
    · exact sub_eq_zero.mp h
    · exact absurd hzi (h i).ne'
    · exact absurd hzi (h i).ne
  have hcc : c * c = 1 := by
    have h := hy.1
    rw [hyx, smul_dotProduct, dotProduct_smul, hx.1, smul_eq_mul, smul_eq_mul, mul_one] at h
    exact h
  rcases mul_self_eq_one_iff.mp hcc with h | h
  · exact Or.inl (by rw [hyx, h, one_smul])
  · exact Or.inr (by rw [hyx, h, neg_one_smul])

omit [Fintype n] in
/-- Adding an on-site potential to a connected hopping Hamiltonian gives a connected hopping
Hamiltonian. -/
theorem IsConnectedHopping.add_potential [DecidableEq n] {H : Matrix n n ℝ}
    (hH : IsConnectedHopping H) (v : n → ℝ) : IsConnectedHopping (H + diagonal v) := by
  refine ⟨hH.symm.add (isSymm_diagonal v), fun i j hij => ?_, ?_⟩
  · rw [Matrix.add_apply, diagonal_apply_ne _ hij, add_zero]
    exact hH.nonpos i j hij
  · have hg : hoppingGraph (H + diagonal v) = hoppingGraph H := by
      ext i j
      simp only [hoppingGraph, SimpleGraph.fromRel_adj, Matrix.add_apply]
      refine and_congr_right fun hij => ?_
      rw [diagonal_apply_ne _ hij, diagonal_apply_ne _ hij.symm, add_zero, add_zero]
    rw [hg]
    exact hH.connected

/-- For one particle with a fixed connected hopping Hamiltonian, two on-site potentials whose
real ground states have the same density differ by a constant. -/
theorem density_determines_potential [DecidableEq n] {H : Matrix n n ℝ}
    (hH : IsConnectedHopping H) {v w x y : n → ℝ}
    (hx : IsGroundState (H + diagonal v) x) (hy : IsGroundState (H + diagonal w) y)
    (hd : ∀ i, x i ^ 2 = y i ^ 2) : ∃ c : ℝ, ∀ i, v i = w i + c := by
  have hv := hH.add_potential v
  have hw := hH.add_potential w
  have sx := (ground_state_one_sign_and_unique hv hx).1
  have sy := (ground_state_one_sign_and_unique hw hy).1
  -- equal densities and definite signs fix the state up to a global sign
  have hyx : y = x ∨ y = -x := by
    rcases sx with sx | sx <;> rcases sy with sy | sy
    · left; funext i
      rcases sq_eq_sq_iff_eq_or_eq_neg.mp (hd i) with h | h <;> linarith [sx i, sy i]
    · right; funext i; change y i = -x i
      rcases sq_eq_sq_iff_eq_or_eq_neg.mp (hd i) with h | h <;> linarith [sx i, sy i]
    · right; funext i; change y i = -x i
      rcases sq_eq_sq_iff_eq_or_eq_neg.mp (hd i) with h | h <;> linarith [sx i, sy i]
    · left; funext i
      rcases sq_eq_sq_iff_eq_or_eq_neg.mp (hd i) with h | h <;> linarith [sx i, sy i]
  have ex := stationary hv.symm hx.bound (by rw [hx.1, mul_one])
  have ey := stationary hw.symm hy.bound (by rw [hy.1, mul_one])
  refine ⟨energy (H + diagonal v) x - energy (H + diagonal w) y, fun i => ?_⟩
  have hxi : x i ≠ 0 := sx.elim (fun h => (h i).ne') (fun h => (h i).ne)
  have e1 := congrFun ex i
  have e2 := congrFun ey i
  simp only [add_mulVec, Pi.add_apply, mulVec_diagonal, Pi.smul_apply, smul_eq_mul] at e1 e2
  apply mul_right_cancel₀ hxi
  rcases hyx with h | h
  · have h1 : (H *ᵥ y) i = (H *ᵥ x) i := by rw [h]
    have h2 : y i = x i := congrFun h i
    rw [h1, h2] at e2
    linear_combination e1 - e2
  · have h1 : (H *ᵥ y) i = -(H *ᵥ x) i := by rw [h, mulVec_neg, Pi.neg_apply]
    have h2 : y i = -x i := congrFun h i
    rw [h1, h2] at e2
    linear_combination e1 + e2

/-- A two-site Hamiltonian with hopping element `-12` and on-site energies `16` and `9` is a
connected hopping Hamiltonian, and `(3/5, 4/5)` is a ground state of it. -/
theorem two_site_witness :
    IsConnectedHopping !![(16 : ℝ), -12; -12, 9] ∧
      IsGroundState !![(16 : ℝ), -12; -12, 9] ![3 / 5, 4 / 5] := by
  refine ⟨⟨?_, ?_, ?_⟩, ?_, ?_⟩
  · ext i j
    fin_cases i <;> fin_cases j <;> simp
  · intro i j hij
    fin_cases i <;> fin_cases j <;> simp at hij ⊢
  · have h01 : (hoppingGraph !![(16 : ℝ), -12; -12, 9]).Adj 0 1 := by
      simp [hoppingGraph]
    refine (SimpleGraph.connected_iff _).2 ⟨fun i j => ?_, inferInstance⟩
    fin_cases i <;> fin_cases j
    exacts [SimpleGraph.Reachable.refl _, h01.reachable, h01.symm.reachable,
      SimpleGraph.Reachable.refl _]
  · norm_num [dotProduct, Fin.sum_univ_two]
  · intro y _
    -- the energy is a perfect square
    have e : ∀ u : Fin 2 → ℝ,
        energy !![(16 : ℝ), -12; -12, 9] u = (4 * u 0 - 3 * u 1) ^ 2 := by
      intro u
      simp [energy, mulVec, dotProduct, Fin.sum_univ_two]
      ring
    have h0 : energy !![(16 : ℝ), -12; -12, 9] ![3 / 5, 4 / 5] = 0 := by
      rw [e]
      norm_num
    rw [h0, e]
    positivity

/-- For two sites with zero Hamiltonian, the state confined to the first site is a ground
state. -/
theorem disconnected_ground_state_with_zero :
    IsGroundState (0 : Matrix (Fin 2) (Fin 2) ℝ) ![1, 0] := by
  refine ⟨by simp [dotProduct, Fin.sum_univ_two], fun y _ => ?_⟩
  simp [energy]

end LatticeUniqueContinuation
```

```lean
#print axioms LatticeUniqueContinuation.ground_state_one_sign_and_unique
-- 'LatticeUniqueContinuation.ground_state_one_sign_and_unique' depends on axioms: [propext, Classical.choice, Quot.sound]
#print axioms LatticeUniqueContinuation.density_determines_potential
-- 'LatticeUniqueContinuation.density_determines_potential' depends on axioms: [propext, Classical.choice, Quot.sound]
#print axioms LatticeUniqueContinuation.disconnected_ground_state_with_zero
-- 'LatticeUniqueContinuation.disconnected_ground_state_with_zero' depends on axioms: [propext, Classical.choice, Quot.sound]
```

## How the definitions and lemmas match the physics

The finite type `n` is the set of sites. `hoppingGraph` ignores the diagonal, so on-site energies are unrestricted. `IsConnectedHopping` collects symmetry, nonpositive off-diagonal elements and connectedness. In the convention where hopping elements are written −t, the sign condition means t ≥ 0. `energy` is ⟨x,Hx⟩, and `IsGroundState` expresses normalisation and minimality; the eigenvalue equation is derived.

`energy_abs_le` compares the double sums term by term. `IsGroundState.bound` performs the rescaling, and `stationary` applies `discrim_le_zero` to the quadratic of the stationarity argument. `unique_continuation` spreads a zero by induction on a walk. `zero_or_one_sign` makes the case split on |z| + z, and `ground_state_one_sign_and_unique` subtracts cx.

`IsConnectedHopping.add_potential` shows that a diagonal potential preserves the hypotheses. `density_determines_potential` then treats the four sign combinations and eliminates Hx from the two eigenvalue equations.

`two_site_witness` verifies the two-site example, whose energy is (4x_0 − 3x_1)². In `disconnected_ground_state_with_zero`, two uncoupled sites have ground state (1, 0): symmetry and nonpositive off-diagonal elements alone do not exclude zeros.

## Real amplitudes, one particle, a given ground state

The general theorems take a ground state as given and do not prove that one exists. They compare real vectors only, and the sign condition excludes positive hopping elements. Despite its name, `unique_continuation` is not the usual unique continuation principle, which has no sign condition but assumes more than a zero at one point. The lemma needs a nonnegative solution; excited states can have nodes.

The density theorem is a one-particle lattice form of the Hohenberg-Kohn statement, with the same H for both potentials. It says nothing about interacting electrons, nor about which densities arise from some potential. The theorems give no positive lower bound on the amplitudes. Where the density is very small, a small absolute error in it can cause a large error in the recovered potential.
